# On the span of its linearly independent projectors, a separable potential's eigenvalue equation is a generalized eigenproblem for the coefficients

In a finite orthonormal basis, a separable nonlocal potential is V = X B⁻¹ Xᴴ, where the columns of X hold the components of the projector functions and B is an invertible complex matrix, not assumed Hermitian. The projectors are linearly independent but need not be orthogonal or normalised, and their overlap matrix is G = Xᴴ X. The theorem says that, for any complex μ and coefficients c, G c = μ B c holds exactly when V (X c) = μ X c; c = 0 is allowed and satisfies both. The attempt writes V (X c) as X (B⁻¹ (G c)) and tries to bring μ inside X on the other side. It then cancels B⁻¹ B in one direction, and in the other cancels X by injectivity and multiplies by B.

As first written in Lean, the proof fails:

```lean
import Mathlib

open Matrix
open scoped ComplexOrder

namespace GeneralizedEigenproblem

noncomputable section

variable {n m : Type*} [Fintype n] [DecidableEq n] [Fintype m] [DecidableEq m]

/-- The multi-projector nonlocal potential `X B⁻¹ Xᴴ`, for an invertible matrix `B`;
the columns of `X` are the projector functions. -/
def separable (X : Matrix n m ℂ) (B : Matrix m m ℂ) : Matrix n n ℂ := X * B⁻¹ * Xᴴ

omit [DecidableEq n] in
/-- For linearly independent projectors and invertible `B`, coefficients `c` solve the small
generalized problem `G c = μ B c` exactly when `X c` satisfies `V (X c) = μ X c`. -/
theorem generalized_eigenproblem {X : Matrix n m ℂ} {B : Matrix m m ℂ}
    (hX : LinearIndependent ℂ X.col) (hdet : IsUnit B.det) (μ : ℂ) (c : m → ℂ) :
    (Xᴴ * X) *ᵥ c = μ • (B *ᵥ c) ↔ separable X B *ᵥ (X *ᵥ c) = μ • (X *ᵥ c) := by
  have hV : separable X B *ᵥ (X *ᵥ c) = X *ᵥ (B⁻¹ *ᵥ ((Xᴴ * X) *ᵥ c)) := by
    simp only [separable, mulVec_mulVec, Matrix.mul_assoc]
  rw [hV, ← mulVec_smul]
  constructor
  · intro h
    rw [h, mulVec_smul, mulVec_mulVec, nonsing_inv_mul _ hdet, one_mulVec]
  · intro h
    have h' := congrArg (fun v => B *ᵥ v) (mulVec_injective_iff.2 hX h)
    beta_reduce at h'
    rwa [mulVec_mulVec, mul_nonsing_inv _ hdet, one_mulVec, mulVec_smul] at h'

end

end GeneralizedEigenproblem
```

Lean reports:

```
Main.lean:27:39: error: Tactic `rewrite` failed: Did not find an occurrence of the pattern
  B⁻¹ * B
in the target expression
  (X * B⁻¹) *ᵥ μ • B *ᵥ c = μ • X *ᵥ c

case mp
n : Type u_1
m : Type u_2
inst✝² : Fintype n
inst✝¹ : Fintype m
inst✝ : DecidableEq m
X : Matrix n m ℂ
B : Matrix m m ℂ
hX : LinearIndependent ℂ X.col
hdet : IsUnit B.det
μ : ℂ
c : m → ℂ
hV : separable X B *ᵥ X *ᵥ c = X *ᵥ B⁻¹ *ᵥ (Xᴴ * X) *ᵥ c
h : (Xᴴ * X) *ᵥ c = B *ᵥ μ • c
⊢ (X * B⁻¹) *ᵥ μ • B *ᵥ c = μ • X *ᵥ c
Main.lean:29:69: error: Application type mismatch: The argument
  h
has type
  X *ᵥ B⁻¹ *ᵥ (Xᴴ * X) *ᵥ c = μ • X *ᵥ c
but is expected to have type
  X *ᵥ ?m.179 = X *ᵥ ?m.180
in the application
  mulVec_injective_iff.mpr hX h
```

Cause. Both errors begin with `rw [hV, ← mulVec_smul]`. The reversed lemma matches `μ • (B *ᵥ c)` first, so it moves μ inside `B` and leaves `μ • X *ᵥ c` alone.

In the forward direction, `mulVec_smul` then moves μ back out of `B`, where it sits between `B⁻¹` and `B`. `mulVec_mulVec` therefore joins `X` with `B⁻¹`, and the product `B⁻¹ * B` never appears. In the backward direction, injectivity needs `X` applied to a vector on both sides, but the right side is still a scalar multiple.

The new `hs` names the equation for `X`, so `rw [hV, hs]` changes the intended term and leaves `μ • (B *ᵥ c)` as it was. This cures both errors: injectivity now applies, and in the forward direction `mulVec_smul` can take μ out past `B⁻¹`, which brings `B⁻¹` and `B` together. The two `hb` facts only set the cancellations apart as separate steps; they are tidying, as is the longer docstring.

The repair, with which the file compiles:

```diff
@@ -16,5 +16,6 @@
 omit [DecidableEq n] in
 /-- For linearly independent projectors and invertible `B`, coefficients `c` solve the small
-generalized problem `G c = μ B c` exactly when `X c` satisfies `V (X c) = μ X c`. -/
+generalized problem `G c = μ B c` exactly when `X c` satisfies `V (X c) = μ X c`, where `G = Xᴴ X`
+and `V = X B⁻¹ Xᴴ`. -/
 theorem generalized_eigenproblem {X : Matrix n m ℂ} {B : Matrix m m ℂ}
     (hX : LinearIndependent ℂ X.col) (hdet : IsUnit B.det) (μ : ℂ) (c : m → ℂ) :
@@ -22,12 +23,17 @@
   have hV : separable X B *ᵥ (X *ᵥ c) = X *ᵥ (B⁻¹ *ᵥ ((Xᴴ * X) *ᵥ c)) := by
     simp only [separable, mulVec_mulVec, Matrix.mul_assoc]
-  rw [hV, ← mulVec_smul]
+  have hs : μ • (X *ᵥ c) = X *ᵥ (μ • c) := by rw [mulVec_smul]
+  rw [hV, hs]
   constructor
   · intro h
-    rw [h, mulVec_smul, mulVec_mulVec, nonsing_inv_mul _ hdet, one_mulVec]
+    have hb : B⁻¹ *ᵥ (μ • (B *ᵥ c)) = μ • c := by
+      rw [mulVec_smul, mulVec_mulVec, nonsing_inv_mul _ hdet, one_mulVec]
+    rw [h, hb]
   · intro h
+    have hb : ∀ w : m → ℂ, B *ᵥ (B⁻¹ *ᵥ w) = w := fun w => by
+      rw [mulVec_mulVec, mul_nonsing_inv _ hdet, one_mulVec]
     have h' := congrArg (fun v => B *ᵥ v) (mulVec_injective_iff.2 hX h)
     beta_reduce at h'
-    rwa [mulVec_mulVec, mul_nonsing_inv _ hdet, one_mulVec, mulVec_smul] at h'
+    rwa [hb, mulVec_smul] at h'
 
 end
```
